# How the magnetic moment of bond currents depends on the origin

A molecule in a magnetic field carries currents, which a tight-binding model assigns to straight bonds between atoms. Their magnetic moment is computed from positions measured from some origin $O$. If the model currents don't balance at every atom, does the moment depend on $O$?

Let $R_p\in\mathbb R^3$ be the positions of finitely many sites and $J_{pq}$ the real electric current from $p$ to $q$, with $J_{qp}=-J_{pq}$. Define the leakage, the leakage dipole and the moment by

$$l_p=\sum_q J_{pq},\qquad D=\sum_p l_pR_p,\qquad m(O)=\tfrac14\sum_{p,q}J_{pq}\,(R_p-O)\times(R_q-O).$$

In Lean the sites form a finite type `ι`, vectors are functions `Fin 3 → ℝ` with components 0, 1, 2, and antisymmetry is the hypothesis `Jᵀ = -J`. The currents are given numbers, not derived from a wave function, and circulation within an atom is left out.

```lean
import Mathlib

open Matrix

namespace BondCurrentMoment

noncomputable section

variable {ι : Type*} [Fintype ι]

/-- The leakage of site `p`: the sum of the bond currents `J p q` flowing from `p` to all
sites `q`. -/
def leakage (J : Matrix ι ι ℝ) (p : ι) : ℝ := ∑ q, J p q

/-- The leakage dipole: the site positions summed with the leakages as weights. -/
def leakageDipole (J : Matrix ι ι ℝ) (R : ι → Fin 3 → ℝ) : Fin 3 → ℝ :=
  ∑ p, leakage J p • R p

/-- The magnetic moment about the origin `O` of the currents `J` along straight bonds between
the sites `R`. The factor 1/4 is the usual 1/2, halved because each bond is counted twice. -/
def moment (J : Matrix ι ι ℝ) (R : ι → Fin 3 → ℝ) (O : Fin 3 → ℝ) : Fin 3 → ℝ :=
  (1 / 4 : ℝ) • ∑ p, ∑ q, J p q • ((R p - O) ⨯₃ (R q - O))
```

## (a) Position and direction along a straight bond

Show that for every point $a+t(b-a)$ of the line through $a$ and $b$,
$$(a+t(b-a)-O)\times(b-a)=(a-O)\times(b-O).$$

**Solution.** The term $t(b-a)$ is parallel to $b-a$ and drops out. What remains is $(a-O)\times[(b-O)-(a-O)]=(a-O)\times(b-O)$.

Integrating $\tfrac12\,r\times j$ along a bond therefore gives $\tfrac12J_{pq}(R_p-O)\times(R_q-O)$. The sum over ordered pairs counts each bond twice, hence the factor $\tfrac14$. Lean checks the identity for the integrand, component by component with `ring`.

```lean
/-- At every point of the straight line through `a` and `b`, the cross product of the position
relative to `O` with the bond vector `b - a` equals `(a - O) × (b - O)`. -/
theorem bond_cross (a b O : Fin 3 → ℝ) (t : ℝ) :
    (a + t • (b - a) - O) ⨯₃ (b - a) = (a - O) ⨯₃ (b - O) := by
  ext i
  fin_cases i <;> simp [cross_apply] <;> ring
```

## (b) Weighting by incoming currents

Show that $\sum_{p,q}J_{pq}R_q=-D$.

**Solution.** Exchange the names of the indices and use antisymmetry:
$$\sum_{p,q}J_{pq}R_q=\sum_{p,q}J_{qp}R_p=-\sum_{p,q}J_{pq}R_p=-D.$$
In the proof, `Finset.sum_comm` exchanges the sums and `anti` supplies the sign.

```lean
/-- For antisymmetric bond currents, the site positions weighted by the incoming currents sum
to minus the leakage dipole. -/
theorem incoming_dipole {J : Matrix ι ι ℝ} (hJ : Jᵀ = -J) (R : ι → Fin 3 → ℝ) :
    ∑ p, ∑ q, J p q • R q = -leakageDipole J R := by
  have anti : ∀ p q, J q p = -J p q := fun p q => by
    simpa using congrFun (congrFun hJ p) q
  rw [Finset.sum_comm]
  simp only [leakageDipole, leakage, Finset.sum_smul, ← Finset.sum_neg_distrib]
  refine Finset.sum_congr rfl fun q _ => Finset.sum_congr rfl fun p _ => ?_
  rw [anti q p, neg_smul]
```

## (c) Moving the origin

Show that for any two origins
$$m(O')-m(O)=\tfrac12\,(O'-O)\times D.$$

**Solution.** Put $d=O'-O$ and $x_p=R_p-O$. Then
$$(x_p-d)\times(x_q-d)=x_p\times x_q+d\times x_p-d\times x_q,$$
and $d\times x_p-d\times x_q=d\times R_p-d\times R_q$. This is `expand`. Multiplied by $J_{pq}$ and summed, the linear terms give $d\times D$ (`h1`) and, by (b), $-(d\times(-D))=d\times D$ (`h2`). The factor $\tfrac14$ turns $2\,d\times D$ into the claim.

In a tight-binding calculation with London phases and one orbital per atom, the orbitals being orthonormal, $J_{pq}$ is proportional to $\operatorname{Im}(H_{pq}P_{qp})$, with $H$ the Hamiltonian and $P$ the density matrix. It is antisymmetric because both are Hermitian. Row sums of $J$ give $l_p$, a weighted sum gives $D$, and changing the origin then costs one cross product. If $P$ commutes with $H$, every $l_p$ is zero.

```lean
/-- For antisymmetric bond currents, moving the origin from `O` to `O'` changes the magnetic
moment by half the cross product of the displacement with the leakage dipole. -/
theorem moment_shift {J : Matrix ι ι ℝ} (hJ : Jᵀ = -J) (R : ι → Fin 3 → ℝ)
    (O O' : Fin 3 → ℝ) :
    moment J R O' - moment J R O = (1 / 2 : ℝ) • ((O' - O) ⨯₃ leakageDipole J R) := by
  -- the change of a single bond term is linear in the site positions
  have expand : ∀ p q, J p q • ((R p - O') ⨯₃ (R q - O')) =
      J p q • ((R p - O) ⨯₃ (R q - O)) + (O' - O) ⨯₃ (J p q • R p)
        - (O' - O) ⨯₃ (J p q • R q) := by
    intro p q
    ext i
    fin_cases i <;> simp [cross_apply] <;> ring
  have h1 : ∑ p, ∑ q, (O' - O) ⨯₃ (J p q • R p) = (O' - O) ⨯₃ leakageDipole J R := by
    simp only [leakageDipole, leakage, Finset.sum_smul, map_sum]
  -- by antisymmetry this sum is minus the one in `h1`
  have h2 : ∑ p, ∑ q, (O' - O) ⨯₃ (J p q • R q) = -((O' - O) ⨯₃ leakageDipole J R) := by
    rw [← map_neg, ← incoming_dipole hJ R]
    simp only [map_sum]
  have hsum : ∑ p, ∑ q, J p q • ((R p - O') ⨯₃ (R q - O')) =
      ∑ p, ∑ q, J p q • ((R p - O) ⨯₃ (R q - O)) + (O' - O) ⨯₃ leakageDipole J R
        + (O' - O) ⨯₃ leakageDipole J R := by
    rw [Finset.sum_congr rfl fun p _ => Finset.sum_congr rfl fun q _ => expand p q]
    simp only [Finset.sum_add_distrib, Finset.sum_sub_distrib]
    rw [h1, h2, sub_neg_eq_add]
  unfold moment
  rw [hsum]
  module
```

## (d) A vector with vanishing cross products

Show that if $d\times v=0$ for every $d$, then $v=0$.

**Solution.** Taking $d=(1,0,0)$ gives $(0,-v_2,v_1)=0$, and $d=(0,1,0)$ gives $(v_2,0,-v_0)=0$. Lean reads off the same three components.

```lean
/-- A vector whose cross product with every vector vanishes is zero. -/
theorem eq_zero_of_cross {v : Fin 3 → ℝ} (h : ∀ d : Fin 3 → ℝ, d ⨯₃ v = 0) : v = 0 := by
  have a1 := congrFun (h ![1, 0, 0]) 1
  have a2 := congrFun (h ![1, 0, 0]) 2
  have a3 := congrFun (h ![0, 1, 0]) 2
  simp [cross_apply] at a1 a2 a3
  ext i
  fin_cases i <;> simp [a1, a2, a3]
```

## (e) The criterion for fixed sites

Show that $m(O)=m(O')$ for all $O,O'$ if and only if $D=0$.

**Solution.** If $D=0$, the shift in (c) vanishes. Conversely, origin independence gives $\tfrac12\,d\times D=0$ for every $d$, so $D=0$ by (d).

Without antisymmetry the "only if" direction fails. Take two sites with $J_{01}=J_{10}=1$, $J_{00}=J_{11}=0$ and $R_0+R_1\neq0$: the two cross products cancel, so $m(O)=0$ for every $O$, yet $D=R_0+R_1\neq0$.

```lean
/-- For antisymmetric bond currents, the magnetic moment is the same about all origins if and
only if the leakage dipole vanishes. -/
theorem moment_origin_independent_iff {J : Matrix ι ι ℝ} (hJ : Jᵀ = -J)
    (R : ι → Fin 3 → ℝ) :
    (∀ O O', moment J R O = moment J R O') ↔ leakageDipole J R = 0 := by
  constructor
  · intro h
    apply eq_zero_of_cross
    intro d
    have hs := moment_shift hJ R 0 d
    rw [h d 0, sub_self, sub_zero] at hs
    exact (smul_eq_zero.1 hs.symm).resolve_left (by norm_num)
  · intro hD O O'
    have hs := moment_shift hJ R O' O
    rw [hD, map_zero, smul_zero] at hs
    exact sub_eq_zero.1 hs
```

## (f) The criterion for all geometries

Keep $J$ fixed and let the sites move. Show that the moment is origin independent for every placement if and only if $l_p=0$ for all $p$, which is Kirchhoff's current law.

**Solution.** If all $l_p$ vanish, so does $D$. Conversely, put site $p$ at $(1,0,0)$ and all others at zero. Then $D=l_p(1,0,0)$, and (e) forces $l_p=0$. This placement lets several sites coincide, which the formal statement allows but real atoms do not. For distinct sites the conclusion still holds: moving site $p$ alone by a small $u\neq0$ changes $D$ by $l_pu$, and $D$ must be zero before and after.

```lean
/-- For antisymmetric bond currents, the moment is origin independent for every placement of
the sites if and only if Kirchhoff's current law holds: no site leaks. -/
theorem origin_independent_all_geometries_iff {J : Matrix ι ι ℝ} (hJ : Jᵀ = -J) :
    (∀ R O O', moment J R O = moment J R O') ↔ ∀ p, leakage J p = 0 := by
  classical
  constructor
  · intro h p
    -- put site `p` at unit distance and all the others at zero
    have h0 := (moment_origin_independent_iff hJ _).1
      (h (fun q => if q = p then ![1, 0, 0] else 0))
    have hD : leakageDipole J (fun q => if q = p then ![1, 0, 0] else 0)
        = leakage J p • ![1, 0, 0] := by
      simp [leakageDipole]
    simpa using congrFun (hD.symm.trans h0) 0
  · intro h R
    exact (moment_origin_independent_iff hJ R).2 (by simp [leakageDipole, h])
```

## (g) A star that leaks

Sites 0, 1, 2 lie at $-1,0,1$ on the first axis, and unit currents flow from site 1 to each neighbour. Show that $l_1=2$ although the moment is origin independent.

**Solution.** The leakages are $-1,2,-1$, so the first component of $D$ is $(-1)(-1)+2\cdot0+(-1)(1)=0$; the others vanish too. Apply (e).

```lean
/-- Three sites on a line, at -1, 0 and 1 on the first axis. -/
def starSites : Fin 3 → Fin 3 → ℝ := ![![-1, 0, 0], ![0, 0, 0], ![1, 0, 0]]

/-- Unit currents flowing from the middle site to each of the two outer sites. -/
def starCurrent : Matrix (Fin 3) (Fin 3) ℝ := !![0, -1, 0; 1, 0, 1; 0, -1, 0]

/-- The star current is antisymmetric and its middle site leaks, yet its moment on the star
sites is the same about all origins. -/
theorem leaking_star_origin_independent :
    starCurrentᵀ = -starCurrent ∧ leakage starCurrent 1 = 2 ∧
      ∀ O O', moment starCurrent starSites O = moment starCurrent starSites O' := by
  have hJ : starCurrentᵀ = -starCurrent := by
    ext i j
    fin_cases i <;> fin_cases j <;> simp [starCurrent]
  refine ⟨hJ, ?_, (moment_origin_independent_iff hJ _).2 ?_⟩
  · have h : leakage starCurrent 1 = 1 + 0 + 1 := by
      simp [leakage, starCurrent, Fin.sum_univ_three]
    rw [h]
    norm_num
  · ext i
    fin_cases i <;> simp [leakageDipole, leakage, starCurrent, starSites, Fin.sum_univ_three]
```

## (h) A triangular ring current

Let $J_{01}=J_{12}=J_{20}=I$. Show that about any origin
$$m(O)=I\cdot\tfrac12\,(R_1-R_0)\times(R_2-R_0).$$

**Solution.** No site leaks, so we may choose $O=R_0$. Only the bond between 1 and 2 contributes, twice, which gives $\tfrac14\cdot2I\,(R_1-R_0)\times(R_2-R_0)$: current times vector area. Lean instead expands all components for general $O$.

```lean
/-- A current `I` circulating around a triangle of sites has, about any origin, the moment
`I` times the vector area of the triangle. -/
theorem triangle_ring_moment (I : ℝ) (R : Fin 3 → Fin 3 → ℝ) (O : Fin 3 → ℝ) :
    moment !![0, I, -I; -I, 0, I; I, -I, 0] R O =
      I • ((1 / 2 : ℝ) • ((R 1 - R 0) ⨯₃ (R 2 - R 0))) := by
  ext i
  fin_cases i <;> simp [moment, Fin.sum_univ_three, cross_apply] <;> ring

end

end BondCurrentMoment
```

```lean
#print axioms BondCurrentMoment.moment_origin_independent_iff
#print axioms BondCurrentMoment.origin_independent_all_geometries_iff
#print axioms BondCurrentMoment.leaking_star_origin_independent
#print axioms BondCurrentMoment.triangle_ring_moment
```

```
'BondCurrentMoment.moment_origin_independent_iff' depends on axioms: [propext, Classical.choice, Quot.sound]
'BondCurrentMoment.origin_independent_all_geometries_iff' depends on axioms: [propext, Classical.choice, Quot.sound]
'BondCurrentMoment.leaking_star_origin_independent' depends on axioms: [propext, Classical.choice, Quot.sound]
'BondCurrentMoment.triangle_ring_moment' depends on axioms: [propext, Classical.choice, Quot.sound]
```
